# Electron count minus interband response is one k point's Drude weight in a finite Hermitian k·p model with distinct levels

A: For finitely many bands, a Hermitian momentum matrix p, distinct levels e_n and a twice continuously differentiable band E_n(k) starting at each level with its state,

Σ_n f_n − Σ_{n≠m} (f_n − f_m) |p_nm|² / (e_m − e_n) = Σ_n f_n E_n''(0).

The f_n are occupations, and the double sum runs over ordered pairs. The right side is the contribution of one k point, taken as k = 0, to the Drude weight, in units with ħ and the electron mass equal to 1 and without the usual prefactor of charge and volume.

Q: What physical question does this answer?

A: How freely do the electrons accelerate in a uniform electric field? Each free electron would contribute one unit. In a crystal the field also mixes bands, and this interband response changes the weight left for free acceleration. For independent electrons in finitely many bands, the identity links band curvatures to the kind of sum over states met in density functional perturbation theory.

Q: Derive it before you show me any code.

A: The Hamiltonian is H(k) = diag(e) + k p + k²/2. Let E(k) and u(k) be the energy and state of the band that starts at level n, so u_m(0) = δ_mn. Component m of the eigenvalue equation is

(E − e_m − k²/2) u_m = k Σ_j p_mj u_j.

At k = 0 and m = n this gives E(0) = e_n. Differentiating once gives

(E' − k) u_m + (E − e_m − k²/2) u_m' = Σ_j p_mj u_j + k Σ_j p_mj u_j'.

At k = 0 this becomes

E'(0) δ_mn + (e_n − e_m) u_m'(0) = p_mn.

So E'(0) = p_nn, and u_m'(0) = p_mn/(e_n − e_m) for m ≠ n. Now differentiate component n again and set k = 0:

E''(0) − 1 + 2E'(0) u_n'(0) = 2 Σ_j p_nj u_j'(0).

Q: But u_n'(0) depends on phase and normalisation.

A: It cancels. The j = n term on the right is 2p_nn u_n'(0), which equals 2E'(0) u_n'(0). Hermiticity gives p_nm p_mn = |p_nm|², so

E_n''(0) = 1 + 2 Σ_{m≠n} b_nm, with b_nm = |p_nm|²/(e_n − e_m).

Multiply by f_n and sum:

Σ_n f_n E_n''(0) = Σ_n f_n + 2 Σ_{n≠m} f_n b_nm.

The interband response is Σ_{n≠m} (f_m − f_n) b_nm. Since b_mn = −b_nm, exchanging the labels in its first part turns it into −2 Σ_{n≠m} f_n b_nm. Subtracting that from the electron count gives the result.

Q: Now the formal version. Which Hamiltonian is it about?

A: The same one, as a complex matrix indexed by a finite set of bands `ι`. The letter `e` denotes the levels, not the electron charge.

In Lean 4 with Mathlib:

```lean
import Mathlib

open Matrix Finset
open scoped Topology

namespace DrudeSumRule

noncomputable section

variable {ι : Type*} [Fintype ι] [DecidableEq ι]

/-- The k·p Hamiltonian `H(k) = diag(e) + k p + k²/2` in atomic units. -/
def kpHamiltonian (e : ι → ℝ) (p : Matrix ι ι ℂ) (k : ℝ) : Matrix ι ι ℂ :=
  Matrix.diagonal (fun i => (e i : ℂ)) + (k : ℂ) • p + ((k : ℂ) ^ 2 / 2) • 1
```

In a crystal, k is the displacement from a chosen crystal momentum along one direction, and p includes that momentum on its diagonal. The term k²/2 is the free-electron kinetic energy, and it supplies the 1 per electron. A Hamiltonian with a nonlocal pseudopotential generally has a different k dependence.

Q: How does it know what a band is?

A: Through four conditions. The energy and the state are C² at k = 0, they satisfy the eigenvalue equation for all k sufficiently near 0 (`∀ᶠ k in 𝓝 0`), and the state starts at basis vector n.

```lean
/-- A band branch: an energy `E(k)` and a state `u(k)`, both C² at `k = 0`, that solve the
eigenvalue equation near `k = 0`, the state starting at the basis vector `n`. -/
structure IsBandBranch (e : ι → ℝ) (p : Matrix ι ι ℂ) (n : ι)
    (E : ℝ → ℝ) (u : ℝ → ι → ℂ) : Prop where
  smooth_energy : ContDiffAt ℝ 2 E 0
  smooth_state : ContDiffAt ℝ 2 u 0
  eigen : ∀ᶠ k in 𝓝 (0 : ℝ), kpHamiltonian e p k *ᵥ u k = (E k : ℂ) • u k
  start : u 0 = Pi.single n 1
```

No normalisation or phase is imposed away from k = 0. The existence of these branches is assumed here; for Hermitian p and distinct levels, ordinary nondegenerate perturbation theory supplies them.

Q: And the two sides of the sum rule?

A: They are defined separately, one from matrix elements and one from curvatures.

```lean
/-- The interband response `∑ (f_n - f_m) |p_nm|² / (e_m - e_n)` over ordered pairs `n ≠ m`,
for pairwise distinct levels `e`. -/
def interbandWeight (e : ι → ℝ) (p : Matrix ι ι ℂ) (f : ι → ℝ) : ℝ :=
  ∑ n, ∑ m ∈ univ.erase n, (f n - f m) * ‖p n m‖ ^ 2 / (e m - e n)

/-- The Drude weight `∑ f_n E_n''(0)` of bands that are C² at `k = 0`. -/
def drudeWeight (f : ι → ℝ) (E : ι → ℝ → ℝ) : ℝ :=
  ∑ n, f n * deriv (deriv (E n)) 0
```

`univ.erase n` means all bands except n, and `‖p n m‖` is the modulus. The occupations may be any real numbers and are held fixed as k varies.

Q: Calling a sum of curvatures the Drude weight doesn't make it the zero-frequency peak of the conductivity.

A: Agreed. That identification comes from linear-response theory and is the step you must add to reach the measured quantity. The theorem concerns one k point of an independent-electron model; a crystal also needs the sum over the Brillouin zone.

Q: Then show me that the proof follows your derivation.

A: It starts with the components of H(k)v and the derivatives that C² smoothness provides: a first derivative near 0 and a second one at 0.

```lean
/-- The components of `H(k) v`. -/
theorem kpHamiltonian_mulVec (e : ι → ℝ) (p : Matrix ι ι ℂ) (k : ℝ) (v : ι → ℂ) (m : ι) :
    (kpHamiltonian e p k *ᵥ v) m
      = e m * v m + k * ∑ j, p m j * v j + (k : ℂ) ^ 2 / 2 * v m := by
  simp only [kpHamiltonian, Matrix.add_mulVec, Matrix.smul_mulVec, Matrix.one_mulVec,
    Matrix.mulVec_diagonal, Pi.add_apply, Pi.smul_apply, smul_eq_mul]
  rfl

/-- A function that is C² at 0 has a derivative near 0, and that derivative is
differentiable at 0. -/
theorem hasDerivAt_twice {F : Type*} [NormedAddCommGroup F] [NormedSpace ℝ F] {g : ℝ → F}
    (hg : ContDiffAt ℝ 2 g 0) :
    (∀ᶠ k in 𝓝 (0 : ℝ), HasDerivAt g (deriv g k) k) ∧
      HasDerivAt (deriv g) (deriv (deriv g) 0) 0 := by
  constructor
  · filter_upwards [hg.eventually (by simp)] with k hk
    exact (hk.differentiableAt (by norm_num)).hasDerivAt
  · have h1 : ContDiffAt ℝ 1 (fun x => fderiv ℝ g x 1) 0 :=
      (hg.fderiv_right (m := 1) (by norm_num)).clm_apply contDiffAt_const
    have h2 : DifferentiableAt ℝ (deriv g) 0 := h1.differentiableAt (by norm_num)
    exact h2.hasDerivAt
```

The next two lemmas differentiate the factor E − e_m − k²/2, called the detuning, and the sum Σ_j p_mj u_j.

```lean
/-- The detuning `E(k) - c - k²/2` has derivative `E'(k) - k`. -/
theorem hasDerivAt_detuning {E : ℝ → ℝ} {k E' : ℝ} (c : ℝ) (hE : HasDerivAt E E' k) :
    HasDerivAt (fun t : ℝ => ((E t - c - t ^ 2 / 2 : ℝ) : ℂ)) ((E' - k : ℝ) : ℂ) k := by
  have h := (hE.sub_const c).fun_sub ((hasDerivAt_pow 2 k).div_const 2)
  exact (h.congr_deriv (by norm_num)).ofReal_comp

omit [DecidableEq ι] in
/-- Each component of `p v(k)` has as derivative that component of `p v'(k)`. -/
theorem hasDerivAt_row (p : Matrix ι ι ℂ) (m : ι) {v : ℝ → ι → ℂ} {v' : ι → ℂ} {k : ℝ}
    (hv : HasDerivAt v v' k) :
    HasDerivAt (fun t => ∑ j, p m j * v t j) (∑ j, p m j * v' j) k :=
  HasDerivAt.fun_sum fun j _ => (hasDerivAt_pi.1 hv j).const_mul (p m j)
```

They combine into the once-differentiated equation. Both sides of the component equation agree near 0, so `unique` equates their derivatives.

```lean
variable {e : ι → ℝ} {p : Matrix ι ι ℂ} {n : ι} {E : ℝ → ℝ} {u : ℝ → ι → ℂ}

/-- The eigenvalue equation of a band branch, differentiated once in `k`, holds component by
component near `k = 0`. -/
theorem IsBandBranch.differentiated (h : IsBandBranch e p n E u) (m : ι) :
    ∀ᶠ k in 𝓝 (0 : ℝ),
      ((deriv E k - k : ℝ) : ℂ) * u k m + ((E k - e m - k ^ 2 / 2 : ℝ) : ℂ) * deriv u k m
        = ∑ j, p m j * u k j + (k : ℂ) * ∑ j, p m j * deriv u k j := by
  have hc : ∀ᶠ k in 𝓝 (0 : ℝ),
      ((E k - e m - k ^ 2 / 2 : ℝ) : ℂ) * u k m = (k : ℂ) * ∑ j, p m j * u k j := by
    filter_upwards [h.eigen] with k hk
    have hm := congrFun hk m
    rw [kpHamiltonian_mulVec, Pi.smul_apply, smul_eq_mul] at hm
    push_cast
    linear_combination -hm
  filter_upwards [hc.eventually_nhds, (hasDerivAt_twice h.smooth_energy).1,
    (hasDerivAt_twice h.smooth_state).1] with k hk hE hu
  have hid : HasDerivAt (fun t : ℝ => (t : ℂ)) ((1 : ℝ) : ℂ) k :=
    (hasDerivAt_id' k).ofReal_comp
  have hL := (hasDerivAt_detuning (e m) hE).fun_mul (hasDerivAt_pi.1 hu m)
  have key := hL.unique ((hid.fun_mul (hasDerivAt_row p m hu)).congr_of_eventuallyEq hk)
  rw [key, Complex.ofReal_one, one_mul]
```

This holds on a neighbourhood and not merely at k = 0, which is what allows a second differentiation. Setting k = 0 gives the starting energy and the first-order equation.

```lean
/-- The energy of the branch starts at the level `e_n`. -/
theorem IsBandBranch.energy_zero (h : IsBandBranch e p n E u) : E 0 = e n := by
  have h0 := congrFun h.eigen.self_of_nhds n
  rw [kpHamiltonian_mulVec, Pi.smul_apply, smul_eq_mul, h.start, Pi.single_eq_same] at h0
  apply Complex.ofReal_injective
  simpa using h0.symm

/-- First-order perturbation equation of a band branch at `k = 0`:
`E'(0) u_m(0) + (e_n - e_m) u_m'(0) = p_mn`. -/
theorem IsBandBranch.first_order (h : IsBandBranch e p n E u) (m : ι) :
    ((deriv E 0 : ℝ) : ℂ) * u 0 m + ((e n : ℂ) - e m) * deriv u 0 m = p m n := by
  have h0 := (h.differentiated m).self_of_nhds
  have hS : ∑ j, p m j * u 0 j = p m n := by simp [h.start, Pi.single_apply]
  rw [hS, h.energy_zero] at h0
  push_cast at h0
  linear_combination h0
```

Q: Where does the cancellation of u_n'(0) happen?

A: In the last line of the next proof. There `key` is the twice-differentiated equation, `hsum` inserts the first-order state, and `hv` is E'(0) = p_nn. The term `- 2 * deriv u 0 n * hv` removes the gauge-dependent part. Hermiticity enters through `hpp`.

```lean
/-- Inverse effective mass: for Hermitian `p` and distinct levels,
`E_n''(0) = 1 + 2 ∑ |p_nm|² / (e_n - e_m)` over `m ≠ n`. -/
theorem IsBandBranch.inverse_mass (h : IsBandBranch e p n E u) (hp : p.IsHermitian)
    (he : Function.Injective e) :
    deriv (deriv E) 0 = 1 + 2 * ∑ m ∈ univ.erase n, ‖p n m‖ ^ 2 / (e n - e m) := by
  obtain ⟨hE, hE2⟩ := hasDerivAt_twice h.smooth_energy
  obtain ⟨hu, hu2⟩ := hasDerivAt_twice h.smooth_state
  have hu1 := hu.self_of_nhds
  have hid : HasDerivAt (fun t : ℝ => (t : ℂ)) ((1 : ℝ) : ℂ) 0 :=
    (hasDerivAt_id' (0 : ℝ)).ofReal_comp
  -- differentiate the n-th component a second time
  have hL := ((hE2.fun_sub (hasDerivAt_id' (0 : ℝ))).ofReal_comp.fun_mul
    (hasDerivAt_pi.1 hu1 n)).fun_add
    ((hasDerivAt_detuning (e n) hE.self_of_nhds).fun_mul (hasDerivAt_pi.1 hu2 n))
  have hR := (hasDerivAt_row p n hu1).fun_add (hid.fun_mul (hasDerivAt_row p n hu2))
  have key := hL.unique (hR.congr_of_eventuallyEq (h.differentiated n))
  have hun : u 0 n = 1 := by simp [h.start]
  have hv := h.first_order n
  beta_reduce at key
  rw [hun] at hv
  rw [hun, h.energy_zero] at key
  push_cast at key
  -- insert the first-order state
  have hsum : ∑ j, p n j * deriv u 0 j = p n n * deriv u 0 n
      + ((∑ m ∈ univ.erase n, ‖p n m‖ ^ 2 / (e n - e m) : ℝ) : ℂ) := by
    rw [← Finset.add_sum_erase univ _ (mem_univ n), Complex.ofReal_sum]
    congr 1
    refine Finset.sum_congr rfl fun m hm => ?_
    have hmn := Finset.ne_of_mem_erase hm
    have hpp : p n m * p m n = ((‖p n m‖ ^ 2 : ℝ) : ℂ) := by
      rw [← hp.apply m n, ← Complex.normSq_eq_norm_sq]
      exact Complex.mul_conj _
    have hne : (e n : ℂ) - e m ≠ 0 :=
      sub_ne_zero.2 fun hc => hmn (he (Complex.ofReal_injective hc)).symm
    have hum : u 0 m = 0 := by simp [h.start, hmn]
    have h1 := h.first_order m
    rw [hum] at h1
    push_cast at hpp ⊢
    rw [eq_div_iff hne]
    linear_combination p n m * h1 + hpp
  obtain ⟨T, hT⟩ : ∃ T : ℝ, T = ∑ m ∈ univ.erase n, ‖p n m‖ ^ 2 / (e n - e m) := ⟨_, rfl⟩
  rw [← hT] at hsum ⊢
  apply Complex.ofReal_injective
  push_cast
  linear_combination key + 2 * hsum - 2 * deriv u 0 n * hv
```

Q: And the final theorem?

A: It takes one branch for every n, with energies `B n` and states `w n`, and concludes that the electron count minus `interbandWeight` equals `drudeWeight`. In the proof, `hb` is the antisymmetry of b, `hswap` exchanges the band labels, and `hC` inserts the inverse masses.

```lean
/-- Drude sum rule: for Hermitian `p`, distinct levels and a band branch starting at each basis
vector, the electron count minus the interband response is the Drude weight of these bands. -/
theorem drude_sum_rule {B : ι → ℝ → ℝ} {w : ι → ℝ → ι → ℂ} (hp : p.IsHermitian)
    (he : Function.Injective e) (h : ∀ n, IsBandBranch e p n (B n) (w n)) (f : ι → ℝ) :
    ∑ n, f n - interbandWeight e p f = drudeWeight f B := by
  let b : ι → ι → ℝ := fun n m => ‖p n m‖ ^ 2 / (e n - e m)
  have hb : ∀ n m, b m n = -b n m := fun n m => by
    simp only [b]
    rw [← hp.apply m n, norm_star, ← neg_sub (e n) (e m), div_neg]
  have hI : interbandWeight e p f = ∑ n, ∑ m, (f m * b n m - f n * b n m) := by
    refine Finset.sum_congr rfl fun n _ => ?_
    rw [Finset.sum_erase univ (by simp)]
    refine Finset.sum_congr rfl fun m _ => ?_
    simp only [b]
    rw [← neg_sub (e n) (e m), div_neg]
    ring
  -- exchanging the two band labels symmetrises the double sum
  have hswap : ∑ n, ∑ m, f m * b n m = -∑ n, ∑ m, f n * b n m := by
    rw [Finset.sum_comm, ← Finset.sum_neg_distrib]
    refine Finset.sum_congr rfl fun n _ => ?_
    rw [← Finset.sum_neg_distrib]
    exact Finset.sum_congr rfl fun m _ => by rw [hb n m]; ring
  have hC : drudeWeight f B = ∑ n, f n + 2 * ∑ n, ∑ m, f n * b n m := by
    rw [drudeWeight, Finset.mul_sum, ← Finset.sum_add_distrib]
    refine Finset.sum_congr rfl fun n _ => ?_
    rw [(h n).inverse_mass hp he, Finset.sum_erase univ (by simp), ← Finset.mul_sum]
    ring
  simp only [Finset.sum_sub_distrib] at hI
  rw [hI, hC, hswap]
  ring
```

Q: Could the assumptions be so strict that no model meets them?

A: Two levels, 1 and −1, coupled by an off-diagonal momentum of 1, meet them all.

```lean
/-- The two-level model with levels `1, -1` and off-diagonal momentum 1 has the band branches
`±√(1 + k²) + k²/2`, with the states given here. -/
theorem isBandBranch_witness :
    (!![0, 1; 1, 0] : Matrix (Fin 2) (Fin 2) ℂ).IsHermitian ∧
    Function.Injective (![1, -1] : Fin 2 → ℝ) ∧
    IsBandBranch ![1, -1] !![0, 1; 1, 0] 0 (fun k => √(1 + k ^ 2) + k ^ 2 / 2)
      (fun k => ![(((1 + √(1 + k ^ 2)) / 2 : ℝ) : ℂ), ((k / 2 : ℝ) : ℂ)]) ∧
    IsBandBranch ![1, -1] !![0, 1; 1, 0] 1 (fun k => -√(1 + k ^ 2) + k ^ 2 / 2)
      (fun k => ![((-k / 2 : ℝ) : ℂ), (((1 + √(1 + k ^ 2)) / 2 : ℝ) : ℂ)]) := by
  have hs : ContDiffAt ℝ 2 (fun k : ℝ => √(1 + k ^ 2)) 0 :=
    ContDiffAt.sqrt (by fun_prop) (by norm_num)
  have hq : ContDiffAt ℝ 2 (fun k : ℝ => k ^ 2 / 2) 0 := by fun_prop
  have hc : ∀ g : ℝ → ℝ, ContDiffAt ℝ 2 g 0 → ContDiffAt ℝ 2 (fun k => (g k : ℂ)) 0 :=
    fun g hg => Complex.ofRealCLM.contDiff.contDiffAt.comp 0 hg
  have ha := hc (fun k => (1 + √(1 + k ^ 2)) / 2) ((contDiffAt_const.add hs).div_const 2)
  have hr : ∀ k : ℝ, ((√(1 + k ^ 2) : ℝ) : ℂ) ^ 2 = 1 + (k : ℂ) ^ 2 := fun k => by
    exact_mod_cast Real.sq_sqrt (show (0 : ℝ) ≤ 1 + k ^ 2 by positivity)
  refine ⟨?_, ?_, ⟨hs.add hq, ?_, ?_, ?_⟩, ⟨hs.neg.add hq, ?_, ?_, ?_⟩⟩
  · ext i j
    fin_cases i <;> fin_cases j <;> simp
  · intro i j hij
    fin_cases i <;> fin_cases j
    · rfl
    · exact absurd hij (by norm_num)
    · exact absurd hij (by norm_num)
    · rfl
  · exact contDiffAt_pi.2 (Fin.forall_fin_two.2 ⟨ha, hc (fun k => k / 2) (by fun_prop)⟩)
  · refine Filter.Eventually.of_forall fun k => funext (Fin.forall_fin_two.2 ⟨?_, ?_⟩) <;>
      rw [kpHamiltonian_mulVec, Fin.sum_univ_two] <;> simp
    · linear_combination (-1 / 2 : ℂ) * hr k
    · ring
  · exact funext (Fin.forall_fin_two.2 ⟨by norm_num, by norm_num⟩)
  · exact contDiffAt_pi.2 (Fin.forall_fin_two.2 ⟨hc (fun k => -k / 2) (by fun_prop), ha⟩)
  · refine Filter.Eventually.of_forall fun k => funext (Fin.forall_fin_two.2 ⟨?_, ?_⟩) <;>
      rw [kpHamiltonian_mulVec, Fin.sum_univ_two] <;> simp
    · ring
    · linear_combination (1 / 2 : ℂ) * hr k
  · exact funext (Fin.forall_fin_two.2 ⟨by norm_num, by norm_num⟩)

end

end DrudeSumRule
```

With s = √(1 + k²), the states in the code have squared norm s(1 + s)/2. The normalised upper state is

(√((1 + s)/(2s)), k/√(2s(1 + s))),

and the lower one is

(−k/√(2s(1 + s)), √((1 + s)/(2s))).

Put one electron in the lower level. The interband response is 1/2 + 1/2 = 1, so the sum rule gives 1 − 1 = 0. The lower band is −s + k²/2, whose curvature at k = 0 is indeed −1 + 1 = 0.

Q: What goes wrong without Hermiticity?

A: Keep the levels 1 and −1, but take p_01 = 1, p_10 = −1 and a zero diagonal. The energies are ±√(1 − k²) + k²/2, real and smooth near k = 0, and with r = √(1 − k²) the states ((1 + r)/2, −k/2) and (−k/2, (1 + r)/2) start at the basis vectors. Occupy only the upper level. The interband response is −1, so the left side is 1 + 1 = 2, while the curvature is −1 + 1 = 0. What fails is p_nm p_mn = |p_nm|² for n ≠ m; equal moduli |p_nm| = |p_mn| are not enough.

Q: And if two levels coincide?

A: If p couples them, the first-order equation would read 0 = p_mn with p_mn nonzero. No smooth branch can then start at that basis vector, and one must first diagonalise p within the degenerate levels.

```lean
#print axioms DrudeSumRule.drude_sum_rule
-- 'DrudeSumRule.drude_sum_rule' depends on axioms: [propext, Classical.choice, Quot.sound]
```
